# For $m\ge 2$, the gate $\mathrm{diag}(1,e^{2\pi i/2^{m-1}})$ on each of $2^m-1$ qubits acts as its inverse on an encoded qubit

Take three qubits and the two normalised states

$$\tfrac12\big(|000\rangle+|101\rangle+|011\rangle+|110\rangle\big),\qquad \tfrac12\big(|111\rangle+|010\rangle+|100\rangle+|001\rangle\big).$$

Apply $Z=\mathrm{diag}(1,-1)$ to every qubit. A basis state acquires a factor $-1$ for each 1 it contains. The strings in the first state contain zero or two 1s, so that state is unchanged. Those in the second contain three or one, so it changes sign.

This is the case $m=2$ of a family. Label the three qubits by the nonzero vectors $u=(0,1),(1,0),(1,1)$ over the integers modulo 2. The strings in the first state are then $(a\cdot u)_u$ for the four vectors $a$, and those in the second are their complements. For general $m\ge1$ there are $2^m-1$ qubits, and the sign $-1$ is replaced by $r=e^{2\pi i/2^{m-1}}$. The sum over codewords, $v_0$, is fixed, and the sum over complements, $v_1$, is multiplied by $r^{-1}$.

## Qubits, bit strings and gates

```lean
import Mathlib

open Matrix

namespace TransversalPhaseGate

noncomputable section
```

This loads the mathematical library Mathlib and opens its matrix notation. Below, `*ᵥ` is a matrix acting on a vector, and `⬝ᵥ` is the dot product without complex conjugation.

```lean
/-- The qubits are labelled by the nonzero vectors of `(Z/2)^m`, where `m = k + 1`. -/
abbrev Qubit (k : ℕ) := {u : Fin (k + 1) → ZMod 2 // u ≠ 0}
```

A qubit is a vector $u$ with $k+1$ components in $\mathbb Z/2$, together with a proof that $u\neq0$. Writing $m=k+1$ builds in $m\ge1$ and turns $2^{m-1}$ into $2^k$. Components are numbered from $0$ to $k$.

```lean
/-- A bit string assigns a bit to every qubit. -/
abbrev Bits (k : ℕ) := Qubit k → ZMod 2
```

A bit string $x$ gives each qubit $u$ a bit $x_u$.

```lean
/-- The computational basis state of a bit string. -/
def basisState {k : ℕ} (x : Bits k) : Bits k → ℂ := Pi.single x 1
```

A state is a complex amplitude for each bit string. The basis state $|x\rangle$ has amplitude 1 at $x$ and 0 elsewhere.

```lean
/-- The single-qubit gate `diag(1, s)`, with entry `s ^ b` at the bit `b`. -/
def phaseGate (s : ℂ) : Matrix (ZMod 2) (ZMod 2) ℂ :=
  Matrix.diagonal fun b => s ^ b.val
```

This is $\mathrm{diag}(1,s)$ for an arbitrary complex number $s$. The expression `b.val` reads the bit as the ordinary integer 0 or 1, so the diagonal entries are $s^0$ and $s^1$. The gate is unitary only when $|s|=1$, which holds for the $r$ of the main theorem.

```lean
/-- The tensor power of a single-qubit gate: the same gate applied to every qubit. -/
def transversal (k : ℕ) (g : Matrix (ZMod 2) (ZMod 2) ℂ) : Matrix (Bits k) (Bits k) ℂ :=
  Matrix.of fun x y => ∏ u, g (x u) (y u)
```

The same gate $g$ acts on every qubit. The matrix element of $g\otimes\cdots\otimes g$ between strings $x$ and $y$ is $\prod_u g_{x_u y_u}$.

```lean
/-- The Hamming weight: the number of qubits in state 1. -/
def weight {k : ℕ} (x : Bits k) : ℕ := ∑ u, (x u).val
```

The Hamming weight $|x|=\sum_u x_u$ is an ordinary integer, not a sum modulo 2.

```lean
/-- The bit string `(a.u)_u`. -/
def codeword {k : ℕ} (a : Fin (k + 1) → ZMod 2) : Bits k := fun u => a ⬝ᵥ u.1
```

The codeword of $a$ is the string $c(a)$ with bits $c(a)_u=a\cdot u$, computed modulo 2.

```lean
/-- The bitwise complement of a bit string. -/
def complement {k : ℕ} (x : Bits k) : Bits k := fun u => x u + 1
```

Adding 1 modulo 2 to each bit gives the complement $\bar x$.

```lean
/-- The unnormalised state `v0`, the sum of the basis states `(a.u)_u` over all `a`. -/
def zeroState (k : ℕ) : Bits k → ℂ := ∑ a, basisState (codeword a)
```

This is $v_0=\sum_a|c(a)\rangle$, with $2^m$ terms.

```lean
/-- The unnormalised state `v1`, the sum of the complemented basis states. -/
def oneState (k : ℕ) : Bits k → ℂ := ∑ a, basisState (complement (codeword a))
```

Likewise $v_1=\sum_a|\overline{c(a)}\rangle$. Different $a$ give different strings, as shown below, so each state has norm $2^{m/2}$. Dividing by this norm gives the normalised states and leaves the eigenvalues unchanged.

## Phases count the 1s

```lean
/-- Applying `diag(1, s)` to every qubit multiplies a basis state by `s` to the power of its
Hamming weight. -/
theorem transversal_basisState {k : ℕ} (s : ℂ) (x : Bits k) :
    transversal k (phaseGate s) *ᵥ basisState x = s ^ weight x • basisState x := by
  funext y
  have h : (transversal k (phaseGate s) *ᵥ basisState x) y
      = ∏ u, phaseGate s (y u) (x u) := by
    simp [basisState, transversal]
  rw [h, Pi.smul_apply, smul_eq_mul]
  by_cases hxy : y = x
  · subst hxy
    simp [phaseGate, basisState, weight, Finset.prod_pow_eq_pow_sum]
  · -- one differing bit makes the off-diagonal entry vanish
    obtain ⟨u, hu⟩ := Function.ne_iff.mp hxy
    have hz : phaseGate s (y u) (x u) = 0 := Matrix.diagonal_apply_ne _ hu
    have hp : ∏ u, phaseGate s (y u) (x u) = 0 :=
      Finset.prod_eq_zero (Finset.mem_univ u) hz
    have hb : basisState x y = 0 := Pi.single_eq_of_ne hxy _
    exact hp.trans (by rw [hb, mul_zero])
```

Write $U_s$ for $\mathrm{diag}(1,s)$ applied to every qubit. The theorem says $U_s|x\rangle=s^{|x|}|x\rangle$.

By hand, the amplitude of $U_s|x\rangle$ at $y$ is the product over $u$ of the gate's entries at $(y_u,x_u)$. If $y=x$, it is $\prod_u s^{x_u}=s^{|x|}$. If $y\ne x$, the strings differ at some qubit, where the factor is an off-diagonal zero. The Lean proof makes the same case split with `by_cases`.

```lean
/-- The transversal phase gate acts term by term on a sum of basis states. -/
theorem transversal_sum {k : ℕ} (s : ℂ) (x : (Fin (k + 1) → ZMod 2) → Bits k) :
    transversal k (phaseGate s) *ᵥ (∑ a, basisState (x a))
      = ∑ a, s ^ weight (x a) • basisState (x a) := by
  rw [← Matrix.mulVecLin_apply, map_sum]
  exact Finset.sum_congr rfl fun a _ => transversal_basisState s (x a)
```

By linearity, $U_s\sum_a|x(a)\rangle=\sum_a s^{|x(a)|}|x(a)\rangle$ for any family of strings $x(a)$. The remaining work is to find the weights.

## Weights of codewords and complements

```lean
/-- For nonzero `a`, the bit string `(a.u)_u` has Hamming weight `2^(m-1)`. -/
theorem weight_codeword {k : ℕ} {a : Fin (k + 1) → ZMod 2} (ha : a ≠ 0) :
    weight (codeword a) = 2 ^ k := by
  -- the omitted vector `u = 0` contributes nothing
  have h1 : ∑ u ∈ Finset.univ.erase (0 : Fin (k + 1) → ZMod 2), (a ⬝ᵥ u).val
      = ∑ u : Qubit k, (a ⬝ᵥ u.1).val :=
    Finset.sum_subtype _ (by simp) (fun u => (a ⬝ᵥ u).val)
  have h2 : ∑ u ∈ Finset.univ.erase (0 : Fin (k + 1) → ZMod 2), (a ⬝ᵥ u).val
      = ∑ u, (a ⬝ᵥ u).val := Finset.sum_erase _ (by simp)
  obtain ⟨i, hi⟩ := Function.ne_iff.mp ha
  have hi1 : a i = 1 := (by decide : ∀ b : ZMod 2, b ≠ 0 → b = 1) _ hi
  -- translation by the unit vector `i` flips the bit `a.u`
  have hflip : ∀ u : Fin (k + 1) → ZMod 2, a ⬝ᵥ (u + Pi.single i 1) = a ⬝ᵥ u + 1 := by
    intro u
    simp [dotProduct_add, hi1]
  have h3 : ∑ u, (a ⬝ᵥ u + 1).val = ∑ u, (a ⬝ᵥ u).val := by
    have h := Equiv.sum_comp (Equiv.addRight (Pi.single i 1 : Fin (k + 1) → ZMod 2))
      (fun u => (a ⬝ᵥ u).val)
    simpa only [Equiv.coe_addRight, hflip] using h
  have h4 : ∑ u, (a ⬝ᵥ u).val + ∑ u, (a ⬝ᵥ u + 1).val = 2 ^ (k + 1) := by
    rw [← Finset.sum_add_distrib]
    simp only [(by decide : ∀ b : ZMod 2, b.val + (b + 1).val = 1)]
    simp [ZMod.card]
  have h5 : weight (codeword a) = ∑ u, (a ⬝ᵥ u).val := h1.symm.trans h2
  rw [pow_succ] at h4
  omega
```

Every nonzero $a$ gives $|c(a)|=2^k$.

Include the vector $u=0$ in the sum for the moment; it contributes $a\cdot0=0$. Choose a component with $a_i=1$, and let $e_i$ be the corresponding unit vector. Then $a\cdot(u+e_i)=a\cdot u+1$, so translation by $e_i$ flips the bit. Since translation only permutes the vectors $u$, the sum of the bits equals the sum of the flipped bits. A bit and its flip add up to 1, so the two sums together give $2^{k+1}$, and each is $2^k$.

In the proof, `h1` and `h2` handle the vector $u=0$, `h3` is the translation and `h4` the total. The tactic `omega` completes the integer arithmetic.

```lean
/-- The Hamming weights of a bit string and its complement add up to `2^m - 1`. -/
theorem weight_complement {k : ℕ} (x : Bits k) :
    weight x + weight (complement x) + 1 = 2 ^ (k + 1) := by
  have hcard : Fintype.card (Qubit k)
      = (Finset.univ.erase (0 : Fin (k + 1) → ZMod 2)).card :=
    Fintype.card_of_subtype _ (by simp)
  have h : weight x + weight (complement x) = Fintype.card (Qubit k) := by
    simp only [weight, complement]
    rw [← Finset.sum_add_distrib]
    simp only [(by decide : ∀ b : ZMod 2, b.val + (b + 1).val = 1),
      Finset.sum_const, Finset.card_univ, smul_eq_mul, mul_one]
  rw [h, hcard, Finset.card_erase_add_one (Finset.mem_univ _), Finset.card_univ]
  simp [ZMod.card]
```

At each qubit exactly one of $x$ and $\bar x$ has a 1, so $|x|+|\bar x|$ is the number of qubits, $2^{k+1}-1$. The statement puts the 1 on the left to avoid subtraction of natural numbers. The proof counts the qubits as all vectors except zero.

```lean
/-- Different vectors `a` give different bit strings `(a.u)_u`. -/
theorem codeword_injective (k : ℕ) :
    Function.Injective (codeword : (Fin (k + 1) → ZMod 2) → Bits k) := by
  intro a b h
  funext i
  simpa [codeword] using congrFun h ⟨Pi.single i 1, by simp⟩
```

The string $c(a)$ determines $a$, because its bit at the qubit $e_i$ is $a\cdot e_i=a_i$.

## The action on the two states

```lean
/-- Applying `diag(1, s)` to every qubit fixes `v0` exactly when `s^(2^(m-1)) = 1`. -/
theorem fixes_zeroState_iff (k : ℕ) (s : ℂ) :
    transversal k (phaseGate s) *ᵥ zeroState k = zeroState k ↔ s ^ 2 ^ k = 1 := by
  rw [zeroState, transversal_sum]
  constructor
  · intro h
    obtain ⟨a, ha⟩ : ∃ a : Fin (k + 1) → ZMod 2, a ≠ 0 :=
      ⟨fun _ => 1, fun h0 => by
        have h1 : (1 : ZMod 2) = 0 := congrFun h0 0
        exact absurd h1 (by decide)⟩
    -- compare the amplitudes of one nonzero codeword
    have h2 := congrFun h (codeword a)
    simp [Finset.sum_apply, basisState, Pi.single_apply, (codeword_injective k).eq_iff] at h2
    rwa [weight_codeword ha] at h2
  · intro hs
    refine Finset.sum_congr rfl fun a _ => ?_
    by_cases ha : a = 0
    · subst ha
      simp [weight, codeword]
    · rw [weight_codeword ha, hs, one_smul]
```

The state $v_0$ is fixed by $U_s$ exactly when $s^{2^k}=1$.

If $s^{2^k}=1$, each term of $v_0$ keeps its phase: the term $a=0$ has weight 0, and every other term has weight $2^k$. Conversely, suppose $U_sv_0=v_0$ and choose a nonzero $a$. By injectivity, only one term contributes to the amplitude at $c(a)$. That amplitude is $s^{2^k}$ on the left and 1 on the right. Lean takes the $a$ whose components are all 1 and compares these amplitudes in `h2`.

```lean
/-- If `s^(2^(m-1)) = 1`, applying `diag(1, s)` to every qubit multiplies `v1` by `s⁻¹`. -/
theorem transversal_oneState (k : ℕ) {s : ℂ} (hs : s ^ 2 ^ k = 1) :
    transversal k (phaseGate s) *ᵥ oneState k = s⁻¹ • oneState k := by
  rw [oneState, transversal_sum, Finset.smul_sum]
  refine Finset.sum_congr rfl fun a _ => ?_
  have hw : s ^ weight (codeword a) = 1 := by
    by_cases ha : a = 0
    · subst ha
      simp [weight, codeword]
    · rw [weight_codeword ha, hs]
  -- the weights of a codeword and its complement sum to `-1` modulo `2^k`
  have h : s ^ weight (complement (codeword a)) * s = 1 := by
    have h1 : s ^ (weight (codeword a) + weight (complement (codeword a)) + 1) = 1 := by
      rw [weight_complement, pow_succ, pow_mul, hs, one_pow]
    rwa [pow_succ, pow_add, hw, one_mul] at h1
  rw [eq_inv_of_mul_eq_one_left h]
```

Under the same condition, $U_sv_1=s^{-1}v_1$. For each codeword $c$ the weight formula gives

$$s^{|c|}\,s^{|\bar c|}\,s=s^{2^{k+1}}=(s^{2^k})^2=1.$$

Since $s^{|c|}=1$, it follows that $s^{|\bar c|}=s^{-1}$. Every term of $v_1$ therefore acquires the same factor. In the proof, `hw` is the phase of the codeword and `h` that of its complement.

```lean
/-- With `m = k + 1` and `r = exp(2πi/2^(m-1))`, applying `diag(1, r)` to every qubit fixes
`v0` and multiplies `v1` by `r⁻¹`. -/
theorem transversal_phase_gate (k : ℕ) (r : ℂ)
    (hr : r = Complex.exp (2 * Real.pi * Complex.I / 2 ^ k)) :
    transversal k (phaseGate r) *ᵥ zeroState k = zeroState k ∧
      transversal k (phaseGate r) *ᵥ oneState k = r⁻¹ • oneState k := by
  have hroot : r ^ 2 ^ k = 1 := by
    have h : ((2 ^ k : ℕ) : ℂ) * (2 * Real.pi * Complex.I / 2 ^ k)
        = 2 * Real.pi * Complex.I := by
      push_cast
      field_simp
    rw [hr, ← Complex.exp_nat_mul, h, Complex.exp_two_pi_mul_I]
  exact ⟨(fixes_zeroState_iff k r).mpr hroot, transversal_oneState k hroot⟩
```

The hypothesis `hr` only says which number $r$ is: $r=e^{2\pi i/2^k}$. Raising it to the power $2^k$ gives $e^{2\pi i}=1$, which is `hroot`. The two preceding theorems then give both halves of the conclusion,

$$U_rv_0=v_0,\qquad U_rv_1=r^{-1}v_1.$$

For $m=1$ there is one qubit, $r=1$ and the gate is the identity. For $m=3$ there are seven qubits and $r=i$; for $m=4$ there are fifteen and $r=e^{i\pi/4}$, the phase of the $T$ gate.

## Two distinguishable logical states

```lean
/-- For `m ≥ 2` (here `m = k + 2`), the states `v0` and `v1` are orthogonal. -/
theorem zeroState_orthogonal_oneState (k : ℕ) :
    star (zeroState (k + 1)) ⬝ᵥ oneState (k + 1) = 0 := by
  -- a linear function cannot equal 1 on `u`, `w` and `u + w`
  have hne : ∀ a b : Fin (k + 1 + 1) → ZMod 2, codeword a ≠ complement (codeword b) := by
    intro a b h
    have h0 : a 0 = b 0 + 1 := by
      simpa [codeword, complement] using congrFun h ⟨Pi.single 0 1, by simp⟩
    have h1 : a 1 = b 1 + 1 := by
      simpa [codeword, complement] using congrFun h ⟨Pi.single 1 1, by simp⟩
    have hd : ∀ c : Fin (k + 1 + 1) → ZMod 2,
        c ⬝ᵥ (Pi.single 0 1 + Pi.single 1 1 : Fin (k + 1 + 1) → ZMod 2) = c 0 + c 1 :=
      fun c => (dotProduct_add c (Pi.single 0 1) (Pi.single 1 1)).trans (by simp)
    have hz : (Pi.single 0 1 + Pi.single 1 1 : Fin (k + 1 + 1) → ZMod 2) ≠ 0 := fun hz => by
      have h2 := congrFun hz 0
      simp at h2
    have h2 : a ⬝ᵥ (Pi.single 0 1 + Pi.single 1 1 : Fin (k + 1 + 1) → ZMod 2)
        = b ⬝ᵥ (Pi.single 0 1 + Pi.single 1 1 : Fin (k + 1 + 1) → ZMod 2) + 1 :=
      congrFun h ⟨_, hz⟩
    have h01 : a 0 + a 1 = b 0 + b 1 + 1 :=
      (hd a).symm.trans (h2.trans (congrArg (· + 1) (hd b)))
    exact (by decide : ∀ p q s t : ZMod 2,
      p = s + 1 → q = t + 1 → p + q = s + t + 1 → False) _ _ _ _ h0 h1 h01
  refine Finset.sum_eq_zero fun x _ => ?_
  by_cases hx : ∃ a, codeword a = x
  · obtain ⟨a, rfl⟩ := hx
    have h : oneState (k + 1) (codeword a) = 0 := by
      rw [oneState, Finset.sum_apply]
      exact Finset.sum_eq_zero fun b _ => Pi.single_eq_of_ne (hne a b) _
    rw [h, mul_zero]
  · have h : zeroState (k + 1) x = 0 := by
      rw [zeroState, Finset.sum_apply]
      exact Finset.sum_eq_zero fun b _ => Pi.single_eq_of_ne (fun hb => hx ⟨b, hb.symm⟩) _
    rw [Pi.star_apply, h, star_zero, zero_mul]

end

end TransversalPhaseGate
```

To serve as logical $|0\rangle$ and $|1\rangle$, the two states must be orthogonal. Here `star` conjugates the amplitudes, so the statement is $\langle v_0|v_1\rangle=0$. The states carry the index `k + 1`, so now $m=k+2\ge2$. For $m=1$ both states equal $|0\rangle+|1\rangle$, and orthogonality fails.

It is enough that no codeword $c(a)$ is a complement $\overline{c(b)}$. If one were, the qubits $e_0$, $e_1$ and $e_0+e_1$ would give

$$a_0=b_0+1,\qquad a_1=b_1+1,\qquad a_0+a_1=b_0+b_1+1.$$

Modulo 2, the first two equations add up to $a_0+a_1=b_0+b_1$, which contradicts the third. Lean derives the three equations as `h0`, `h1` and `h01`, and `decide` checks all values of the four bits. The inner product then vanishes term by term: at a codeword the amplitude of $v_1$ is zero, and at any other string that of $v_0$ is zero.

For $m\ge2$, linearity gives $U_r(\alpha v_0+\beta v_1)=\alpha v_0+r^{-1}\beta v_1$, so the encoded qubit undergoes $\mathrm{diag}(1,r^{-1})$. The same argument with $s=r^{-1}$, which also satisfies $s^{2^k}=1$, yields a neighbouring result: applying $\mathrm{diag}(1,r^{-1})$ to every qubit produces the logical gate $\mathrm{diag}(1,r)$. With fifteen qubits, $T^\dagger$ on each one implements a logical $T$.

Such gates matter in fault-tolerant quantum computing because they do not couple the qubits of a block, though the model here is an ideal, noiseless gate acting on two given states. For $m=4$ these are the logical states of the fifteen-qubit Reed–Muller code; its stabilisers, its distance and the correction of errors are not treated.

```lean
#print axioms TransversalPhaseGate.transversal_phase_gate
#print axioms TransversalPhaseGate.zeroState_orthogonal_oneState
```

```
'TransversalPhaseGate.transversal_phase_gate' depends on axioms: [propext, Classical.choice, Quot.sound]
'TransversalPhaseGate.zeroState_orthogonal_oneState' depends on axioms: [propext, Classical.choice, Quot.sound]
```
